# A linear symplectic step that conserves a quadratic energy commutes with the exact flow

Let one integrator step act on the phase point \(z=(q,p)\) as a fixed real matrix, \(z\mapsto Mz\), and let the energy be \(H(z)=\tfrac12 z^{T}Sz\) with \(S\) real and symmetric. If \(M\) is symplectic and conserves \(H\) at every phase point, then

\[
M\,JS=JS\,M,\qquad M\,e^{tJS}=e^{tJS}M\quad\text{for all real }t,\qquad
J=\begin{pmatrix}0&1\\-1&0\end{pmatrix}.
\]

For one oscillator with \(S=1\), the step is a rotation of the phase plane and equals the exact propagator at some time.

The Ge–Marsden theorem for nonlinear Hamiltonian systems reaches a stronger conclusion: the step follows the exact trajectories up to a reparametrisation of time. It does so under a hypothesis that excludes further conserved quantities. No such hypothesis is made here, the energy is quadratic, and the general conclusion is commutation. An example with two oscillators, at the end, shows that such a step need not be the propagator at any time.

In Lean 4 with Mathlib:

```lean
import Mathlib

open Matrix

namespace LinearGeMarsden

noncomputable section
```

## Phase space, energy and the step

The degrees of freedom are labelled by a finite index type `n`. A phase-space index lies in `n ⊕ n`: the left copy (`.inl`) labels positions and the right copy (`.inr`) labels momenta.

```lean
/-- Real matrices acting on phase space, with positions first and momenta second. -/
abbrev PhaseMatrix (n : Type*) := Matrix (n ⊕ n) (n ⊕ n) ℝ
```

With this ordering, Hamilton's equations \(\dot q=\partial H/\partial p\), \(\dot p=-\partial H/\partial q\) read \(\dot z=J\nabla H(z)\), where \(J\) has the blocks shown above. This fixes the sign convention.

```lean
variable {n : Type*} [Fintype n] [DecidableEq n]

/-- The canonical symplectic matrix `J`, with blocks `0, 1, -1, 0`. -/
def J (n : Type*) [DecidableEq n] : PhaseMatrix n := fromBlocks 0 1 (-1) 0
```

The energy carries the usual factor \(\tfrac12\). The matrix \(S\) holds the force constants and inverse masses, and may also couple positions to momenta.

```lean
/-- The quadratic energy `H(z) = ½ z · S z`. -/
def energy (S : PhaseMatrix n) (z : n ⊕ n → ℝ) : ℝ := 1 / 2 * (z ⬝ᵥ S *ᵥ z)
```

A linear map preserves the canonical symplectic form exactly when \(M^{T}JM=J\), which is taken as the definition.

```lean
/-- The linear step `M` is symplectic: `Mᵀ J M = J`. -/
def IsSymplectic (M : PhaseMatrix n) : Prop := Mᵀ * J n * M = J n
```

Energy conservation is stated physically, as \(H(Mz)=H(z)\) for every \(z\), and not yet as a matrix identity.

```lean
/-- The linear step `M` leaves the energy of every phase point unchanged. -/
def ConservesEnergy (S M : PhaseMatrix n) : Prop :=
  ∀ z, energy S (M *ᵥ z) = energy S z
```

For symmetric \(S\) the gradient is \(\nabla H=Sz\), so the equations of motion are \(\dot z=JSz\), with solution \(z(t)=e^{tJS}z(0)\). The code takes the exponential as the definition of the propagator; its link to Hamilton's equations is the standard solution of a linear system with constant coefficients.

```lean
/-- The propagator `exp(t J S)`. -/
def flow (S : PhaseMatrix n) (t : ℝ) : PhaseMatrix n := NormedSpace.exp (t • (J n * S))
```

Block multiplication gives \(J^2=-1\), which is used in the commutation argument and in the formula for the propagator below.

```lean
/-- The symplectic matrix squares to minus the identity. -/
theorem J_mul_J : J n * J n = -1 := by
  rw [J, fromBlocks_multiply, ← fromBlocks_one, fromBlocks_neg]
  simp
```

## Energy conservation as a matrix identity

Since \(H(Mz)=\tfrac12 z^{T}M^{T}SMz\), the identity \(M^{T}SM=S\) clearly implies conservation. For the converse, put \(D=M^{T}SM-S\). Conservation says \(z^{T}Dz=0\) for all \(z\), and \(D\) is symmetric because \(S\) is. Inserting basis vectors \(e_i\), \(e_j\) and their sum gives

\[
D_{ii}=0,\qquad D_{jj}=0,\qquad D_{ii}+D_{ij}+D_{ji}+D_{jj}=0 .
\]

Hence \(D_{ij}+D_{ji}=2D_{ij}=0\), and \(D\) vanishes. In the proof, `quad` rewrites the energy after the step, `h0` is the vanishing quadratic form, and `e` reads off a matrix element from two basis vectors. Symmetry enters through `hT`.

```lean
/-- For symmetric `S`, a step conserves the energy at every phase point exactly when
`Mᵀ S M = S`. -/
theorem conservesEnergy_iff {S M : PhaseMatrix n} (hS : S.IsSymm) :
    ConservesEnergy S M ↔ Mᵀ * S * M = S := by
  have quad : ∀ z, (M *ᵥ z) ⬝ᵥ S *ᵥ (M *ᵥ z) = z ⬝ᵥ (Mᵀ * S * M) *ᵥ z := by
    intro z
    rw [← Matrix.mulVec_mulVec, ← Matrix.mulVec_mulVec, Matrix.dotProduct_mulVec z Mᵀ,
      Matrix.vecMul_transpose]
  constructor
  · intro h
    obtain ⟨D, hD⟩ : ∃ D, D = Mᵀ * S * M - S := ⟨_, rfl⟩
    have hT : Dᵀ = D := by simp [hD, Matrix.transpose_mul, hS.eq, mul_assoc]
    have h0 : ∀ z, z ⬝ᵥ D *ᵥ z = 0 := by
      intro z
      have hz := h z
      simp only [energy, quad] at hz
      rw [hD, Matrix.sub_mulVec, dotProduct_sub]
      linarith
    have e : ∀ k l, (Pi.single k 1 : n ⊕ n → ℝ) ⬝ᵥ D *ᵥ Pi.single l 1 = D k l := by
      intro k l
      simp
    -- polarisation: test the quadratic form on sums of two basis vectors
    have hzero : D = 0 := by
      ext i j
      have h1 := h0 (Pi.single i 1 + Pi.single j 1)
      have hi := h0 (Pi.single i 1)
      have hj := h0 (Pi.single j 1)
      simp only [Matrix.mulVec_add, add_dotProduct, dotProduct_add, e] at h1 hi hj
      have hij : D j i = D i j := congrFun (congrFun hT i) j
      show D i j = 0
      linarith
    exact sub_eq_zero.mp (hD.symm.trans hzero)
  · intro h z
    simp only [energy, quad, h]
```

## Commutation with the generator

Let \(M\) be symplectic. If \(M\) commutes with \(JS\), then inserting \(1=-J^2\) gives

\[
M^{T}SM=-M^{T}J\,(JSM)=-(M^{T}JM)\,JS=-J^2S=S .
\]

For the other direction, the proof uses the transposed form of the symplectic condition. From \(M^{T}JM=J\),

\[
(-JM^{T}J)\,M=-J^2=1 ,
\]

so \(-JM^{T}J\) is a left inverse of \(M\). For square matrices it is also a right inverse, \(M(-JM^{T}J)=1\). Multiplying this by \(J\) from the right and using \(J^2=-1\) yields \(MJM^{T}=J\). If now \(M^{T}SM=S\), then

\[
M\,JS=MJ\,(M^{T}SM)=(MJM^{T})\,SM=JS\,M .
\]

The `calc` chains follow these lines; `h1` and `h2` are the left and right inverse, and `hT` is the transposed condition. This equivalence is purely algebraic and does not require \(S\) to be symmetric.

```lean
/-- A symplectic step commutes with the generator `J S` exactly when `Mᵀ S M = S`. -/
theorem commute_generator_iff {S M : PhaseMatrix n} (hM : IsSymplectic M) :
    Commute M (J n * S) ↔ Mᵀ * S * M = S := by
  have hM' : Mᵀ * J n * M = J n := hM
  constructor
  · intro hc
    calc Mᵀ * S * M = -(Mᵀ * (J n * J n) * S * M) := by rw [J_mul_J]; noncomm_ring
      _ = -(Mᵀ * J n * (J n * S * M)) := by noncomm_ring
      _ = -(Mᵀ * J n * M * (J n * S)) := by rw [← hc.eq]; noncomm_ring
      _ = S := by rw [hM', ← mul_assoc, J_mul_J]; noncomm_ring
  · intro h
    -- the transposed step is symplectic too
    have h1 : (-(J n * Mᵀ * J n)) * M = 1 := by
      calc (-(J n * Mᵀ * J n)) * M = -(J n * (Mᵀ * J n * M)) := by noncomm_ring
        _ = 1 := by rw [hM', J_mul_J, neg_neg]
    have h2 := mul_eq_one_comm.mp h1
    have hT : M * J n * Mᵀ = J n := by
      calc M * J n * Mᵀ = -(M * J n * Mᵀ * (J n * J n)) := by rw [J_mul_J]; noncomm_ring
        _ = (M * -(J n * Mᵀ * J n)) * J n := by noncomm_ring
        _ = J n := by rw [h2, one_mul]
    show M * (J n * S) = J n * S * M
    calc M * (J n * S) = M * (J n * (Mᵀ * S * M)) := by rw [h]
      _ = M * J n * Mᵀ * S * M := by noncomm_ring
      _ = J n * S * M := by rw [hT]
```

## Commutation with the propagator

For symmetric \(S\), the two equivalences combine: a symplectic, energy-conserving step commutes with \(JS\). It therefore commutes with \(tJS\), with each of its powers, and with the exponential series

\[
e^{tJS}=\sum_{k\ge 0}\frac{t^k}{k!}(JS)^k .
\]

Taking a step and then evolving exactly for a time \(t\) gives the same phase point as evolving first and stepping afterwards. The step thus carries exact trajectories to exact trajectories.

In the theorem, `hS` is the symmetry of \(S\), `hM` the symplectic condition and `hE` energy conservation. There is no positivity assumption, so free directions and unstable modes are included. In molecular dynamics the statement concerns integrators whose step, for harmonic forces, is one fixed linear map that is symplectic and conserves \(H\) exactly. For a harmonic oscillator, the implicit midpoint rule with a fixed time step is an example. Velocity Verlet is not: its step is linear and symplectic, but it does not conserve \(H\) exactly. Anharmonic forces and steps that depend on the phase point are not covered.

```lean
/-- A linear symplectic step that conserves the quadratic energy of a symmetric `S` commutes with
`J S` and with the propagator `exp(t J S)` at all times. -/
theorem ge_marsden_linear {S M : PhaseMatrix n} (hS : S.IsSymm) (hM : IsSymplectic M)
    (hE : ConservesEnergy S M) :
    Commute M (J n * S) ∧ ∀ t : ℝ, Commute M (flow S t) := by
  have hc := (commute_generator_iff hM).mpr ((conservesEnergy_iff hS).mp hE)
  exact ⟨hc, fun t => (hc.smul_right t).exp_right⟩
```

## The propagator for unit oscillators

When \(S=1\), all oscillators have unit mass and unit frequency in the chosen units, and the generator is \(J\) itself. Set \(R(t)=\cos t+J\sin t\), where \(\cos t\) stands for a multiple of the identity. Differentiating the product of the backward rotation and the exponential,

\[
\frac{d}{dt}\Big[(\cos t-J\sin t)\,e^{tJ}\Big]
=\big(-\sin t-J\cos t+J\cos t-J^2\sin t\big)e^{tJ}=0 .
\]

The product keeps its value at \(t=0\), which is \(1\). Moreover,

\[
(\cos t+J\sin t)(\cos t-J\sin t)=\cos^2 t-J^2\sin^2 t=1 ,
\]

and multiplying \((\cos t-J\sin t)e^{tJ}=1\) from the left by \(R(t)\) gives \(e^{tJ}=R(t)\). In the code, `alg` is the cancellation in the derivative, `hconst` the constancy of the product, and `hinv` the inverse relation.

```lean
/-- For `S = 1` the propagator is `cos t + (sin t) J`. -/
theorem flow_one (t : ℝ) :
    flow (1 : PhaseMatrix n) t = Real.cos t • (1 : PhaseMatrix n) + Real.sin t • J n := by
  have alg : ∀ (u : ℝ) (E : PhaseMatrix n),
      ((-Real.sin u) • (1 : PhaseMatrix n) - Real.cos u • J n) * E
        + (Real.cos u • (1 : PhaseMatrix n) - Real.sin u • J n) * (J n * E) = 0 := by
    intro u E
    rw [← mul_assoc, ← add_mul]
    refine mul_eq_zero_of_left ?_ _
    simp only [sub_mul, smul_mul_assoc, one_mul, J_mul_J]
    module
  -- the backward rotation times the exponential does not change in time
  have hconst : (Real.cos t • (1 : PhaseMatrix n) - Real.sin t • J n)
      * NormedSpace.exp (t • J n) =
      (Real.cos 0 • (1 : PhaseMatrix n) - Real.sin 0 • J n)
      * NormedSpace.exp ((0 : ℝ) • J n) := by
    let _ : NormedRing (PhaseMatrix n) := Matrix.linftyOpNormedRing
    let _ : NormedAlgebra ℝ (PhaseMatrix n) := Matrix.linftyOpNormedAlgebra
    have key : ∀ u : ℝ, HasDerivAt (fun u : ℝ =>
        (Real.cos u • (1 : PhaseMatrix n) - Real.sin u • J n)
        * NormedSpace.exp (u • J n)) 0 u := by
      intro u
      have hG := ((Real.hasDerivAt_cos u).smul_const (1 : PhaseMatrix n)).fun_sub
        ((Real.hasDerivAt_sin u).smul_const (J n))
      exact (hG.fun_mul (hasDerivAt_exp_smul_const' (J n) u)).congr_deriv (alg u _)
    exact is_const_of_deriv_eq_zero (fun u => (key u).differentiableAt)
      (fun u => (key u).deriv) t 0
  simp only [Real.cos_zero, Real.sin_zero, zero_smul, one_smul, sub_zero, one_mul,
    NormedSpace.exp_zero] at hconst
  have hinv : (Real.cos t • (1 : PhaseMatrix n) + Real.sin t • J n)
      * (Real.cos t • (1 : PhaseMatrix n) - Real.sin t • J n) = 1 := by
    simp only [add_mul, mul_sub, smul_mul_assoc, mul_smul_comm, one_mul, mul_one, J_mul_J]
    linear_combination (norm := module) Real.sin_sq_add_cos_sq t • (1 : PhaseMatrix n)
  rw [flow, mul_one]
  calc NormedSpace.exp (t • J n)
      = ((Real.cos t • (1 : PhaseMatrix n) + Real.sin t • J n)
        * (Real.cos t • (1 : PhaseMatrix n) - Real.sin t • J n))
        * NormedSpace.exp (t • J n) := by rw [hinv, one_mul]
    _ = Real.cos t • (1 : PhaseMatrix n) + Real.sin t • J n := by
      rw [mul_assoc, hconst, mul_one]
```

## One oscillator: the step is a rotation

For a single degree of freedom write \(M=\begin{pmatrix}a&b\\c&d\end{pmatrix}\). Commutation with \(J\) means

\[
MJ=\begin{pmatrix}-b&a\\-d&c\end{pmatrix}
=\begin{pmatrix}c&d\\-a&-b\end{pmatrix}=JM ,
\]

so \(c=-b\) and \(d=a\). The symplectic condition is \(ad-bc=1\), which becomes \(a^2+b^2=1\). There is then an angle \(\theta\) with \(a=\cos\theta\), \(b=\sin\theta\), and

\[
M=\begin{pmatrix}\cos\theta&\sin\theta\\-\sin\theta&\cos\theta\end{pmatrix}
=\cos\theta+J\sin\theta=e^{\theta J}.
\]

The proof reads off the same matrix entries as `h11`, `h12` and `hs`. It obtains the angle as the argument of the complex number \(w=a+ib\), whose modulus is one, and the formula for the propagator turns that angle into a time.

The theorem does not identify \(\theta\) with the nominal time step of an integrator. For this single harmonic oscillator, a symplectic, energy-conserving linear method can err only in the phase.

```lean
/-- For one oscillator with `S = 1`, a symplectic energy-conserving step is a phase-space
rotation by some angle `θ`, and equals the propagator at time `θ`. -/
theorem oscillator_rotation {M : PhaseMatrix (Fin 1)} (hM : IsSymplectic M)
    (hE : ConservesEnergy 1 M) :
    ∃ θ : ℝ, M = Real.cos θ • (1 : PhaseMatrix (Fin 1)) + Real.sin θ • J (Fin 1) ∧
      M = flow 1 θ := by
  have hc := (ge_marsden_linear Matrix.isSymm_one hM hE).1.eq
  have h11 := congrFun (congrFun hc (.inl 0)) (.inl 0)
  have h12 := congrFun (congrFun hc (.inl 0)) (.inr 0)
  have hs := congrFun (congrFun hM (.inl 0)) (.inr 0)
  simp [J, Matrix.mul_apply, Fintype.sum_sum_type] at h11 h12 hs
  -- the first row of M is a point on the unit circle
  obtain ⟨w, hre, him⟩ : ∃ w : ℂ, w.re = M (.inl 0) (.inl 0) ∧ w.im = M (.inl 0) (.inr 0) :=
    ⟨⟨_, _⟩, rfl, rfl⟩
  have hw2 : ‖w‖ ^ 2 = 1 := by
    rw [Complex.sq_norm, Complex.normSq_apply, hre, him]
    rw [← h11, ← h12] at hs
    linarith
  have hw : ‖w‖ = 1 := (pow_eq_one_iff_of_nonneg (norm_nonneg _) two_ne_zero).mp hw2
  have hw0 : w ≠ 0 := by
    rintro rfl
    simp at hw
  have hcos : Real.cos w.arg = M (.inl 0) (.inl 0) := by
    rw [Complex.cos_arg hw0, hw, div_one, hre]
  have hsin : Real.sin w.arg = M (.inl 0) (.inr 0) := by
    rw [Complex.sin_arg, hw, div_one, him]
  have hrot : M = Real.cos w.arg • (1 : PhaseMatrix (Fin 1)) + Real.sin w.arg • J (Fin 1) := by
    rw [hcos, hsin]
    ext i j
    rcases i with i | i <;> rcases j with j | j <;>
      rw [Subsingleton.elim i 0, Subsingleton.elim j 0] <;> simp [J] <;> linarith
  exact ⟨w.arg, hrot, hrot.trans (flow_one _).symm⟩
```

## Two oscillators: a step that is not the exact propagator at any time

Take two unit oscillators and reverse the position and momentum of the first, leaving the second alone:

\[
M=\begin{pmatrix}D&0\\0&D\end{pmatrix},\qquad
D=\begin{pmatrix}-1&0\\0&1\end{pmatrix}.
\]

```lean
/-- The step on two oscillators that reverses position and momentum of the first and
leaves the second alone. -/
def halfTurn : PhaseMatrix (Fin 2) := fromBlocks !![-1, 0; 0, 1] 0 0 !![-1, 0; 0, 1]
```

Since \(D^{T}=D\) and \(D^2=1\),

\[
M^{T}JM=\begin{pmatrix}0&D^2\\-D^2&0\end{pmatrix}=J,\qquad M^{T}M=1 ,
\]

so the step is symplectic and conserves the total energy. The propagator \(\cos t+J\sin t\), however, has the same entry \(\cos t\) everywhere on its diagonal. Equality with \(M\) would require \(\cos t=-1\) from the first oscillator and \(\cos t=1\) from the second.

The auxiliary statement `gen` proves the two conservation properties for any symmetric \(D\) with \(D^2=1\). The contradiction comes from comparing the two position entries on the diagonal, `h0` and `h1`. Physically, the step advances the first oscillator by half a period and the second not at all, which the total energy cannot detect.

```lean
/-- For two oscillators with `S = 1`, the half turn of the first alone is symplectic and
conserves the energy, but is not the propagator at any time. -/
theorem halfTurn_not_flow :
    IsSymplectic halfTurn ∧ ConservesEnergy 1 halfTurn ∧ ∀ t : ℝ, halfTurn ≠ flow 1 t := by
  have gen : ∀ D : Matrix (Fin 2) (Fin 2) ℝ, Dᵀ = D → D * D = 1 →
      IsSymplectic (fromBlocks D 0 0 D) ∧ ConservesEnergy 1 (fromBlocks D 0 0 D) := by
    intro D hT hD
    constructor
    · simp [IsSymplectic, J, fromBlocks_transpose, fromBlocks_multiply, hT, hD]
    · exact (conservesEnergy_iff Matrix.isSymm_one).mpr
        (by simp [fromBlocks_transpose, fromBlocks_multiply, hT, hD])
  have h := gen !![-1, 0; 0, 1]
    (by ext i j; fin_cases i <;> fin_cases j <;> simp)
    (by ext i j; fin_cases i <;> fin_cases j <;> simp [Matrix.mul_apply, Fin.sum_univ_succ])
  refine ⟨h.1, h.2, fun t ht => ?_⟩
  -- the two oscillators would need cos t = -1 and cos t = 1
  rw [flow_one] at ht
  have h0 : -1 = Real.cos t := by
    simpa [halfTurn, J] using congrFun (congrFun ht (.inl 0)) (.inl 0)
  have h1 : 1 = Real.cos t := by
    simpa [halfTurn, J] using congrFun (congrFun ht (.inl 1)) (.inl 1)
  linarith

end

end LinearGeMarsden
```

```lean
#print axioms LinearGeMarsden.ge_marsden_linear
#print axioms LinearGeMarsden.oscillator_rotation
#print axioms LinearGeMarsden.halfTurn_not_flow
```

```
'LinearGeMarsden.ge_marsden_linear' depends on axioms: [propext, Classical.choice, Quot.sound]
'LinearGeMarsden.oscillator_rotation' depends on axioms: [propext, Classical.choice, Quot.sound]
'LinearGeMarsden.halfTurn_not_flow' depends on axioms: [propext, Classical.choice, Quot.sound]
```
